# Away from the smooth Hamiltonian's eigenvalues, the PAW secular determinant is a smooth determinant times a channel determinant

In a finite matrix model of the projector augmented-wave (PAW) method, the Hamiltonian is `H0 + P * D * Pᴴ` and the overlap is `1 + P * q * Pᴴ`, where `H0`, `P`, `D` and `q` are arbitrary fixed complex matrices of matching sizes. The theorem `secular_det` says that, for a complex energy e at which e − H0 is invertible, det(eS − H) equals det(e − H0) times det(1 − W P* (e − H0)⁻¹ P), with H the Hamiltonian, S the overlap and W = D − e q. The second determinant is only as large as the number of projector channels. The proof writes eS − H as e − H0 minus a nonlocal term, pulls out e − H0 as a left factor, and then uses a determinant identity to exchange the order of the remaining rectangular factors.

In Lean, a first try:

```lean
import Mathlib

open Matrix

namespace PAWGreenFunction

noncomputable section

variable {n m : Type*} [Fintype n] [DecidableEq n] [Fintype m] [DecidableEq m]

/-- The PAW Hamiltonian `H0 + P D P*`: a smooth part and nonlocal strengths `D` between
projector channels. -/
def hamiltonian (H0 : Matrix n n ℂ) (P : Matrix n m ℂ) (D : Matrix m m ℂ) : Matrix n n ℂ :=
  H0 + P * D * Pᴴ

/-- The PAW overlap operator `1 + P q P*` with augmentation charges `q`. -/
def overlap (P : Matrix n m ℂ) (q : Matrix m m ℂ) : Matrix n n ℂ :=
  1 + P * q * Pᴴ

/-- The energy-dependent nonlocal strength `W = D - e q`. -/
def strength (D q : Matrix m m ℂ) (e : ℂ) : Matrix m m ℂ :=
  D - e • q

/-- The resolvent `(e - H0)⁻¹` of the smooth Hamiltonian, for `e` such that `e - H0` is
invertible. -/
def smoothGreen (H0 : Matrix n n ℂ) (e : ℂ) : Matrix n n ℂ :=
  (e • (1 : Matrix n n ℂ) - H0)⁻¹

/-- The channel matrix `K = 1 - W P* (e - H0)⁻¹ P`, for `e` such that `e - H0` is
invertible. -/
def channelMatrix (H0 : Matrix n n ℂ) (P : Matrix n m ℂ) (D q : Matrix m m ℂ) (e : ℂ) :
    Matrix m m ℂ :=
  1 - strength D q e * (Pᴴ * smoothGreen H0 e * P)

omit [Fintype n] [DecidableEq m] in
/-- The operator `e S - H` is `e - H0` minus a nonlocal term of strength `W = D - e q`. -/
theorem pencil_eq (H0 : Matrix n n ℂ) (P : Matrix n m ℂ) (D q : Matrix m m ℂ) (e : ℂ) :
    e • overlap P q - hamiltonian H0 P D
      = (e • (1 : Matrix n n ℂ) - H0) - P * strength D q e * Pᴴ := by
  simp only [overlap, hamiltonian, strength, smul_add, Matrix.mul_sub, Matrix.sub_mul,
    Matrix.mul_smul, Matrix.smul_mul]
  abel

/-- Where `e - H0` is invertible, the PAW secular determinant is the smooth secular determinant
times the determinant of the channel matrix. -/
theorem secular_det (H0 : Matrix n n ℂ) (P : Matrix n m ℂ) (D q : Matrix m m ℂ) (e : ℂ)
    (hA : IsUnit (e • (1 : Matrix n n ℂ) - H0)) :
    (e • overlap P q - hamiltonian H0 P D).det
      = (e • (1 : Matrix n n ℂ) - H0).det * (channelMatrix H0 P D q e).det := by
  have hAG : (e • (1 : Matrix n n ℂ) - H0) * smoothGreen H0 e = 1 :=
    Matrix.mul_nonsing_inv _ ((Matrix.isUnit_iff_isUnit_det _).mp hA)
  -- pull the smooth factor out on the left
  have hfac : (e • (1 : Matrix n n ℂ) - H0) - P * strength D q e * Pᴴ
      = (e • (1 : Matrix n n ℂ) - H0)
        * (1 - (smoothGreen H0 e * P) * (strength D q e * Pᴴ)) := by
    rw [Matrix.mul_sub, Matrix.mul_one, ← Matrix.mul_assoc, ← Matrix.mul_assoc, hAG,
      Matrix.one_mul, Matrix.mul_assoc]
  -- exchange the order of the rectangular factors
  rw [pencil_eq, hfac, Matrix.det_mul, Matrix.det_one_sub_mul_comm]
  simp only [channelMatrix, Matrix.mul_assoc]

end

end PAWGreenFunction
```

The compiler's answer:

```
Main.lean:56:80: error: Tactic `rewrite` failed: Did not find an occurrence of the pattern
  (e • 1 - H0) * smoothGreen H0 e
in the target expression
  e • 1 - H0 - P * strength D q e * Pᴴ = e • 1 - H0 - (e • 1 - H0) * (smoothGreen H0 e * P) * strength D q e * Pᴴ

n : Type u_1
m : Type u_2
inst✝³ : Fintype n
inst✝² : DecidableEq n
inst✝¹ : Fintype m
inst✝ : DecidableEq m
H0 : Matrix n n ℂ
P : Matrix n m ℂ
D q : Matrix m m ℂ
e : ℂ
hA : IsUnit (e • 1 - H0)
hAG : (e • 1 - H0) * smoothGreen H0 e = 1
⊢ e • 1 - H0 - P * strength D q e * Pᴴ = e • 1 - H0 - (e • 1 - H0) * (smoothGreen H0 e * P) * strength D q e * Pᴴ
```

Cause. The error is in `hfac`, the step that pulls out the smooth factor. Write A for `e • 1 - H0` and G for `smoothGreen H0 e`. To use `hAG`, which says `A * G = 1`, the rewrite needs the product `A * G` to appear as a term of its own.

After `Matrix.mul_sub` and `Matrix.mul_one`, the product on the right is `A * ((G * P) * (W * Pᴴ))`. Each `← Matrix.mul_assoc` moves the brackets one step to the left, and two of them give `A * (G * P) * W * Pᴴ`, as the message shows. There G is still bracketed with P, so the pattern `A * G` is not found, although the two bracketings are equal mathematically.

The repair adds a third `← Matrix.mul_assoc`, which turns `A * (G * P)` into `A * G * P`. Now `hAG` replaces `A * G` by 1, and `Matrix.one_mul` removes the 1. Both sides are then the same expression, and `rw` closes the goal by reflexivity.

Dropping the final `Matrix.mul_assoc` is mere tidying: it would only have rebracketed both sides in the same way.

Fix (accepted with no message):

```diff
@@ -54,6 +54,6 @@
       = (e • (1 : Matrix n n ℂ) - H0)
         * (1 - (smoothGreen H0 e * P) * (strength D q e * Pᴴ)) := by
-    rw [Matrix.mul_sub, Matrix.mul_one, ← Matrix.mul_assoc, ← Matrix.mul_assoc, hAG,
-      Matrix.one_mul, Matrix.mul_assoc]
+    rw [Matrix.mul_sub, Matrix.mul_one, ← Matrix.mul_assoc, ← Matrix.mul_assoc,
+      ← Matrix.mul_assoc, hAG, Matrix.one_mul]
   -- exchange the order of the rectangular factors
   rw [pencil_eq, hfac, Matrix.det_mul, Matrix.det_one_sub_mul_comm]
```
